# Self-consistent GW in zero dimensions: one formal power series solution, with exponentially growing coefficients

In zero dimensions the propagator $G$ and the screened interaction $W$ have no space, time or spin arguments. Take them to be formal power series in the interaction strength $x$, set the bare propagator and all sign, spin and loop factors to 1, and leave out the Hartree term. The GW equations are then $G = 1 + G^2W$ and $W = x + xG^2W$. The second is $x$ times the right-hand side of the first, so $W = xG$ and $G = 1 + xG^3$. Iterating this cubic from $p_0 = 0$ gives

$$p_1 = 1,\qquad p_2 = 1 + x,\qquad p_3 = 1 + x(1+x)^3 = 1 + x + 3x^2 + 3x^3 + x^4 .$$

The next iterate begins $1 + x + 3x^2 + 12x^3$. Each pass settles one more order, and every coefficient is a natural number.

## The equations

```lean
import Mathlib

open PowerSeries (X coeff)
open scoped PowerSeries

namespace ZeroDimensionalGW

noncomputable section
```

The type `ℚ⟦X⟧` contains the formal power series with rational coefficients. Its variable `X` is the interaction $x$, and `coeff n G` is the coefficient of $x^n$ in $G$. Convergence plays no part in the definition.

```lean
/-- The GW self-energy: propagator times screened interaction, without vertex corrections. -/
def selfEnergy (G W : ℚ⟦X⟧) : ℚ⟦X⟧ := G * W
```

The self-energy is $\Sigma = GW$. Here it is an ordinary product of two series. In a real system it is a pointwise product in space and time, and hence a convolution in frequency.

```lean
/-- The polarization without vertex corrections: a bubble of two propagators. -/
def polarization (G : ℚ⟦X⟧) : ℚ⟦X⟧ := G * G
```

The polarization is the bubble $P = G^2$. Sign, spin and loop factors are set to 1, so that every diagram contributes $+1$.

```lean
/-- The self-consistent GW equations in zero dimensions, with bare propagator `1` and bare
interaction `X`. -/
structure IsGW (G W : ℚ⟦X⟧) : Prop where
  dyson : G = 1 + selfEnergy G W * G
  screening : W = X + X * polarization G * W
```

`IsGW G W` says that the pair satisfies the Dyson equation $G = 1 + \Sigma G$ and the screening equation $W = x + xPW$. The vertex is the bare one throughout, and there is no separate Hartree term.

```lean
/-- The iterates of the self-consistency loop `G ← 1 + x G³`, started from zero; they are
polynomials in the interaction with natural coefficients. -/
def loop : ℕ → Polynomial ℕ
  | 0 => 0
  | k + 1 => 1 + Polynomial.X * loop k ^ 3
```

`loop k` is the iterate $p_k$, a polynomial with natural coefficients: $p_0 = 0$ and $p_{k+1} = 1 + xp_k^3$. This loop iterates the reduced cubic. A self-consistent GW calculation usually solves the screening equation and the Dyson equation in turn at each pass, so its iterates differ from the $p_k$.

```lean
/-- The loop iterates read as power series over the rationals. -/
def loopSeries (k : ℕ) : ℚ⟦X⟧ :=
  (((loop k).map (Nat.castRingHom ℚ) : Polynomial ℚ) : ℚ⟦X⟧)
```

`loopSeries k` is the same $p_k$, regarded as a rational power series so that it can be compared with $G$.

## From two equations to a cubic

```lean
/-- The GW equations are equivalent to the cubic equation `G = 1 + x G³` together with
`W = x G`. -/
theorem isGW_iff (G W : ℚ⟦X⟧) : IsGW G W ↔ G = 1 + X * G ^ 3 ∧ W = X * G := by
  constructor
  · rintro ⟨hG, hW⟩
    unfold selfEnergy at hG
    unfold polarization at hW
    -- the right-hand side of the screening equation is `X` times that of the Dyson equation
    have h : W = X * G := by linear_combination hW - X * hG
    exact ⟨by linear_combination hG + G ^ 2 * h, h⟩
  · rintro ⟨hG, hW⟩
    refine ⟨?_, ?_⟩
    · unfold selfEnergy
      linear_combination hG - G ^ 2 * hW
    · unfold polarization
      linear_combination X * hG + (1 - X * G ^ 2) * hW
```

The GW equations hold exactly when $G = 1 + xG^3$ and $W = xG$. In the forward direction, $W = x(1 + G^2W) = xG$, and inserting this into the Dyson equation gives the cubic. Conversely, if $W = xG$, then $G^2W = xG^3$. Hence $1 + G^2W = G$ and $x + xG^2W = xG = W$.

Each `linear_combination` names the multiples of the known equations that add up to the desired one, and Lean checks the remaining algebra.

## Each iteration settles one order

```lean
/-- If two power series agree in all orders below `k`, then after one step of the loop they agree in
all orders below `k + 1`. -/
theorem loop_step_dvd {A B : ℚ⟦X⟧} {k : ℕ} (h : X ^ k ∣ A - B) :
    X ^ (k + 1) ∣ (1 + X * A ^ 3) - (1 + X * B ^ 3) := by
  obtain ⟨c, hc⟩ := h
  refine ⟨c * (A ^ 2 + A * B + B ^ 2), ?_⟩
  linear_combination X * (A ^ 2 + A * B + B ^ 2) * hc
```

The statement `X ^ k ∣ A - B` says that $A$ and $B$ agree in all orders below $k$. If $A - B = x^k c$, then

$$x(A^3 - B^3) = x(A-B)(A^2 + AB + B^2) = x^{k+1}c\,(A^2 + AB + B^2),$$

so one step of the loop extends the agreement by at least one order.

```lean
lemma loopSeries_succ (k : ℕ) : loopSeries (k + 1) = 1 + X * loopSeries k ^ 3 := by
  simp [loopSeries, loop]
```

This is the recursion $p_{k+1} = 1 + xp_k^3$, now for power series.

```lean
/-- A propagator that solves `G = 1 + x G³` has at order `n` the coefficient that the loop
reaches after `n + 1` iterations. -/
theorem coeff_eq_loop {G : ℚ⟦X⟧} (hG : G = 1 + X * G ^ 3) (n : ℕ) :
    coeff n G = ((loop (n + 1)).coeff n : ℚ) := by
  have hd : ∀ k, X ^ k ∣ G - loopSeries k := by
    intro k
    induction k with
    | zero => simp
    | succ k ih =>
      have h := loop_step_dvd ih
      rw [← loopSeries_succ k, ← hG] at h
      exact h
  have h := PowerSeries.X_pow_dvd_iff.mp (hd (n + 1)) n (Nat.lt_succ_self n)
  rw [map_sub] at h
  rw [sub_eq_zero.mp h]
  simp [loopSeries]
```

Let $G$ solve the cubic. Then $x^k$ divides $G - p_k$ for every $k$, by induction. The case $k = 0$ is trivial. In the step, the loop leaves $G$ unchanged and turns $p_k$ into $p_{k+1}$. Taking $k = n+1$ shows that the order-$n$ coefficient of $G$ is that of $p_{n+1}$. Any two solutions therefore coincide, and their coefficients are natural numbers.

```lean
/-- The cubic equation `G = 1 + x G³` has a formal power series solution. -/
theorem exists_cubic : ∃ G : ℚ⟦X⟧, G = 1 + X * G ^ 3 := by
  have stable : ∀ k, X ^ k ∣ loopSeries (k + 1) - loopSeries k := by
    intro k
    induction k with
    | zero => simp
    | succ k ih =>
      have h := loop_step_dvd ih
      rw [← loopSeries_succ (k + 1), ← loopSeries_succ k] at h
      exact h
  have stable' : ∀ k j, X ^ k ∣ loopSeries (k + j) - loopSeries k := by
    intro k j
    induction j with
    | zero => simp
    | succ j ih =>
      have h := dvd_add ((pow_dvd_pow X (Nat.le_add_right k j)).trans (stable (k + j))) ih
      rw [sub_add_sub_cancel] at h
      exact h
  -- the limit takes each coefficient from an iterate where it has settled
  obtain ⟨G, hG⟩ : ∃ G : ℚ⟦X⟧, ∀ k, X ^ k ∣ G - loopSeries k := by
    refine ⟨PowerSeries.mk fun n => coeff n (loopSeries (n + 1)), fun k => ?_⟩
    rw [PowerSeries.X_pow_dvd_iff]
    intro m hm
    obtain ⟨j, rfl⟩ := Nat.exists_eq_add_of_le (show m + 1 ≤ k from hm)
    have h := PowerSeries.X_pow_dvd_iff.mp (stable' (m + 1) j) m (Nat.lt_succ_self m)
    rw [map_sub] at h ⊢
    rw [PowerSeries.coeff_mk]
    linarith
  refine ⟨G, ?_⟩
  ext n
  have h2 := loop_step_dvd (hG n)
  rw [← loopSeries_succ n] at h2
  have h := PowerSeries.X_pow_dvd_iff.mp (dvd_sub (hG (n + 1)) h2) n (Nat.lt_succ_self n)
  rw [sub_sub_sub_cancel_right, map_sub] at h
  exact sub_eq_zero.mp h
```

For existence, the same induction shows that $x^k$ divides $p_{k+1} - p_k$ (`stable`). Adding successive differences shows that it divides $p_{k+j} - p_k$ (`stable'`). Define $G$ by taking its order-$n$ coefficient from $p_{n+1}$; then $G$ agrees with each $p_k$ below order $k$. Consequently both $G$ and $1 + xG^3$ agree with $p_{n+1}$ through order $n$. Since $n$ is arbitrary, they are equal.

## The upper bound

```lean
/-- At interaction strength `4/27` every iterate of the loop lies between `0` and `3/2`. -/
theorem loop_eval_le (k : ℕ) :
    0 ≤ (loop k).eval₂ (Nat.castRingHom ℚ) (4 / 27) ∧
      (loop k).eval₂ (Nat.castRingHom ℚ) (4 / 27) ≤ 3 / 2 := by
  induction k with
  | zero =>
    simp [loop]
    norm_num
  | succ k ih =>
    obtain ⟨h0, h1⟩ := ih
    have h3 := pow_le_pow_left₀ h0 h1 3
    have h4 := pow_nonneg h0 3
    simp only [loop, Polynomial.eval₂_add, Polynomial.eval₂_one, Polynomial.eval₂_mul,
      Polynomial.eval₂_X, Polynomial.eval₂_pow]
    constructor <;> linarith
```

`eval₂` evaluates the polynomial at $x = 4/27$, with its natural coefficients read as rationals. If $0 \le p_k(4/27) \le 3/2$, then

$$0 \le p_{k+1}(4/27) \le 1 + \tfrac{4}{27}\left(\tfrac32\right)^3 = 1 + \tfrac12 = \tfrac32 .$$

The value $4/27$ is the largest $x$ for which $y = 1 + xy^3$ has a positive solution $y$.

```lean
/-- The coefficient of order `n` in any iterate of the loop is at most `(3/2) (27/4)^n`. -/
theorem loop_coeff_le (k n : ℕ) : ((loop k).coeff n : ℚ) ≤ 3 / 2 * (27 / 4) ^ n := by
  -- a single term is bounded by the whole sum of nonnegative terms
  have h : ((loop k).coeff n : ℚ) * (4 / 27) ^ n
      ≤ (loop k).eval₂ (Nat.castRingHom ℚ) (4 / 27) := by
    rw [Polynomial.eval₂_eq_sum_range' (Nat.castRingHom ℚ)
      (show (loop k).natDegree < (loop k).natDegree + n + 1 by omega)]
    exact Finset.single_le_sum
      (f := fun i => (Nat.castRingHom ℚ) ((loop k).coeff i) * (4 / 27 : ℚ) ^ i)
      (fun i _ => by simp only [eq_natCast]; positivity)
      (Finset.mem_range.mpr (by omega))
  calc ((loop k).coeff n : ℚ)
      = (loop k).coeff n * (4 / 27) ^ n * (27 / 4) ^ n := by
        rw [mul_assoc, ← mul_pow]; norm_num
    _ ≤ 3 / 2 * (27 / 4) ^ n :=
        mul_le_mul_of_nonneg_right (h.trans (loop_eval_le k).2) (by positivity)
```

Let $c$ be the order-$n$ coefficient of $p_k$. All terms of $p_k(4/27)$ are nonnegative, so the single term $c\,(4/27)^n$ is at most $3/2$. Multiplying by $(27/4)^n$ gives $c \le \tfrac32(27/4)^n$. `Finset.single_le_sum` supplies the comparison of one term with the sum.

```lean
/-- The zero-dimensional GW equations have exactly one formal power series solution. Its
propagator satisfies `G = 1 + x G³`, and the coefficient of order `n` is a natural number at
most `(3/2) (27/4)^n`. -/
theorem gw_unique_solution :
    ∃ G W : ℚ⟦X⟧, IsGW G W ∧ (∀ G' W', IsGW G' W' → G' = G ∧ W' = W) ∧
      G = 1 + X * G ^ 3 ∧
      ∀ n, ∃ c : ℕ, coeff n G = (c : ℚ) ∧ (c : ℚ) ≤ 3 / 2 * (27 / 4) ^ n := by
  obtain ⟨G, hG⟩ := exists_cubic
  refine ⟨G, X * G, (isGW_iff _ _).mpr ⟨hG, rfl⟩, ?_, hG,
    fun n => ⟨_, coeff_eq_loop hG n, loop_coeff_le _ n⟩⟩
  intro G' W' h
  obtain ⟨hG', hW'⟩ := (isGW_iff _ _).mp h
  have e : G' = G := by
    ext n
    rw [coeff_eq_loop hG', coeff_eq_loop hG]
  exact ⟨e, by rw [hW', e]⟩
```

There is a pair $(G, W)$ that solves the GW equations, and every other solution equals it. Its propagator satisfies the cubic, and each coefficient is a natural number at most $\tfrac32(27/4)^n$. The proof combines the earlier results: `exists_cubic` supplies $G$, the equivalence supplies $W = xG$, and the loop coefficients give both uniqueness and the bound.

## The lower bound

```lean
/-- The coefficient of order `n + 1` in the GW propagator is at least `3^n`. -/
theorem gw_coeff_ge {G W : ℚ⟦X⟧} (h : IsGW G W) (n : ℕ) : 3 ^ n ≤ coeff (n + 1) G := by
  have hG := ((isGW_iff _ _).mp h).1
  have pos : ∀ m, 0 ≤ coeff m G := fun m => by
    rw [coeff_eq_loop hG]; exact Nat.cast_nonneg _
  have e : ∀ m, coeff (m + 1) G = coeff m (G ^ 3) := fun m => by
    have h := congrArg (coeff (m + 1)) hG
    rw [map_add, PowerSeries.coeff_succ_X_mul, PowerSeries.coeff_one,
      if_neg (Nat.succ_ne_zero m), zero_add] at h
    exact h
  have c0 : PowerSeries.constantCoeff G = 1 := by
    have h := congrArg PowerSeries.constantCoeff hG
    simpa using h
  have hm : ∀ A B : ℚ⟦X⟧, (∀ m, 0 ≤ coeff m A) → (∀ m, 0 ≤ coeff m B) →
      ∀ m, 0 ≤ coeff m (A * B) := fun A B hA hB m => by
    rw [PowerSeries.coeff_mul]
    exact Finset.sum_nonneg fun p _ => mul_nonneg (hA _) (hB _)
  -- split off the bare propagator: G = 1 + K with nonnegative K
  obtain ⟨K, hK, hKpos⟩ : ∃ K : ℚ⟦X⟧, K = G - 1 ∧ ∀ m, 0 ≤ coeff m K := by
    refine ⟨X * G ^ 3, by linear_combination (-1 : ℚ⟦X⟧) * hG, fun m => ?_⟩
    cases m with
    | zero => simp
    | succ m => rw [PowerSeries.coeff_succ_X_mul, ← e]; exact pos _
  have key : G ^ 3 = G + G + G + (K * K * G + K * K + K * K) - (1 + 1) := by
    rw [hK]; ring
  induction n with
  | zero =>
    rw [e 0, PowerSeries.coeff_zero_eq_constantCoeff_apply, map_pow, c0]
    norm_num
  | succ n ih =>
    have h1 : coeff (n + 1) (1 : ℚ⟦X⟧) = 0 := by simp [PowerSeries.coeff_one]
    have h2 := hm K K hKpos hKpos
    have h3 := hm (K * K) G h2 pos (n + 1)
    have h4 := h2 (n + 1)
    rw [e (n + 1), key]
    simp only [map_add, map_sub, h1]
    rw [pow_succ]
    linarith

end

end ZeroDimensionalGW
```

Write $g_n$ for the order-$n$ coefficient of $G$. The cubic says that $g_{m+1}$ is the order-$m$ coefficient of $G^3$. Put $K = G - 1 = xG^3$, which has nonnegative coefficients. Then

$$G^3 = 3G + K^2G + 2K^2 - 2 .$$

At order $n+1$ the constant $-2$ does not contribute, and the terms with $K^2$ are nonnegative. Hence $g_{n+2} \ge 3g_{n+1}$. Starting from $g_1 = 1$, this gives $g_{n+1} \ge 3^n$. In the code, `key` is the displayed identity and `linarith` discards the nonnegative terms.

## Orders two to four in numbers

With $g_0 = g_1 = 1$, expanding $G^3$ gives

$$\begin{aligned}
g_2 &= 3g_1 = 3,\\
g_3 &= 3g_2 + 3g_1^2 = 12,\\
g_4 &= 3g_3 + 6g_1g_2 + g_1^3 = 55.
\end{aligned}$$

At order three the bounds read $9 \le 12 \le \tfrac32(27/4)^3 \approx 461.3$.

Since every diagram has weight 1, $g_n$ can be read as the number of GW diagrams of order $n$ for the propagator, although the Lean code defines no diagrams. For electronic structure, this zero-dimensional model shows how many terms the approximation retains at each order, but not how large they are in a material.

```lean
#print axioms ZeroDimensionalGW.gw_unique_solution
-- 'ZeroDimensionalGW.gw_unique_solution' depends on axioms: [propext, Classical.choice, Quot.sound]
#print axioms ZeroDimensionalGW.gw_coeff_ge
-- 'ZeroDimensionalGW.gw_coeff_ge' depends on axioms: [propext, Classical.choice, Quot.sound]
```
